# Removing the first derivative from $(1/J)(J\psi')'$ leaves the pseudopotential $s''/s$, where $J=s^2$

Q: My radial solver for one particle in a central potential uses Numerov's method, which in its standard form needs an equation without a first derivative. In units $\hbar=m=1$ it integrates
$$\varphi''=2\left(V+\frac{(d-1)(d-3)}{8r^2}-E\right)\varphi,$$
then divides $\varphi$ by $r^{(d-1)/2}$ to recover the radial wavefunction $\psi$. Here $d$ is the dimension, $E$ the energy, and $V$ the potential with any centrifugal term included. Where does the extra term come from?

A: From the volume density $J=r^{d-1}$ in the radial Laplacian $(1/J)(J\psi')'$, which enters the kinetic energy with the factor $-\tfrac12$. Write $J=s^2$ and $\psi=\varphi/s$, with $s$ real and nonzero. Then
$$\psi'=\frac{\varphi'}{s}-\frac{s'\varphi}{s^2},\qquad J\psi'=s\varphi'-s'\varphi.$$
Differentiating this flux gives
$$(J\psi')'=s'\varphi'+s\varphi''-s''\varphi-s'\varphi'=s\varphi''-s''\varphi,$$
and dividing by $J=s^2$ gives
$$\frac1J(J\psi')'=\frac1s\left(\varphi''-\frac{s''}{s}\varphi\right).$$
Put this into $-\tfrac12(1/J)(J\psi')'+V\psi=E\psi$ and multiply by $s$: the potential becomes $V+s''/(2s)$.

Q: And for a given density?

A: With $J>0$ and $s=\sqrt J$, we have $s'=J'/(2\sqrt J)$, so
$$s''=\frac{J''}{2\sqrt J}-\frac{J'^2}{4J^{3/2}},\qquad \frac{s''}{s}=\frac{J''}{2J}-\frac{J'^2}{4J^2}.$$
For $J=r^{d-1}$ this is
$$\frac{(d-1)(d-2)}{2r^2}-\frac{(d-1)^2}{4r^2}=\frac{(d-1)(d-3)}{4r^2}.$$
For $J=\sin t$ on $(0,\pi)$ it is
$$-\frac12-\frac{\cos^2t}{4\sin^2t}=-\frac14-\frac1{4\sin^2t}.$$

Q: What does the Lean version take as its functions?

A: Real $J$ and $s$, and complex $\varphi$, all defined on the whole real line but constrained only on an open set `U`.

```lean
import Mathlib

open Set Filter Topology

namespace LiouvilleReduction

noncomputable section
```

Lean's `deriv` returns zero where a function isn't differentiable, so regularity is a hypothesis. The second derivative need not be continuous.

```lean
/-- The function `f` and its first derivative are both differentiable on `U`. -/
def TwiceDiffOn {F : Type*} [NormedAddCommGroup F] [NormedSpace ℝ F]
    (f : ℝ → F) (U : Set ℝ) : Prop :=
  DifferentiableOn ℝ f U ∧ DifferentiableOn ℝ (deriv f) U
```

The weighted Laplacian and the pseudopotential are then written as you would write them. Here "pseudopotential" means only the term $s''/s$, half of which is added to $V$; it is unrelated to the pseudopotentials that replace core electrons in electronic-structure codes.

```lean
/-- The weighted second-order operator `(1/J) (J ψ')'` with density `J`, at points where `J` is
nonzero. -/
def weightedLaplacian (J : ℝ → ℝ) (ψ : ℝ → ℂ) (x : ℝ) : ℂ :=
  1 / (J x : ℂ) * deriv (fun y => (J y : ℂ) * deriv ψ y) x

/-- The pseudopotential `s''/s`, at points where `s` is nonzero. -/
def pseudopotential (s : ℝ → ℝ) (x : ℝ) : ℝ :=
  deriv (deriv s) x / s x
```

Q: Is that operator really the Laplacian?

A: For $J=r^{d-1}$ it is the radial part, and for $J=\sin t$ it is the polar-angle part on the unit sphere. For a general coordinate the Laplacian also has a metric factor, which this operator leaves out. The file takes this form as its definition and does not derive it from a Laplacian in $d$ dimensions.

The first lemma is the flux formula at one point: the quotient rule, then clearing denominators.

```lean
/-- The weighted flux of `ψ = φ/s` is `s² ψ' = s φ' - s' φ`. -/
theorem flux_identity {s : ℝ → ℝ} {φ : ℝ → ℂ} {x : ℝ} (h0 : s x ≠ 0)
    (hs : DifferentiableAt ℝ s x) (hφ : DifferentiableAt ℝ φ x) :
    (s x : ℂ) ^ 2 * deriv (fun y => φ y / (s y : ℂ)) x
      = (s x : ℂ) * deriv φ x - ((deriv s x : ℝ) : ℂ) * φ x := by
  have hne : (s x : ℂ) ≠ 0 := Complex.ofReal_ne_zero.mpr h0
  have hs' : HasDerivAt (fun y => (s y : ℂ)) ((deriv s x : ℝ) : ℂ) x :=
    hs.hasDerivAt.ofReal_comp
  rw [(hφ.hasDerivAt.fun_div hs' hne).deriv]
  field_simp
```

Q: You can't differentiate an equality that holds at one point.

A: Right, which is why `U` is open. In the main theorem, `hflux` establishes the equality throughout a neighbourhood of $x$, and `hflux.deriv_eq` transfers the derivative. The product rules and `ring` then cancel the $s'\varphi'$ terms. The hypothesis `hJ` asks for $J=s^2$ only on `U`.

```lean
/-- With `J = s²` and `ψ = φ/s`, the weighted Laplacian of `ψ` is
`(φ'' - (s''/s) φ)/s`. -/
theorem weightedLaplacian_reduction {U : Set ℝ} (hU : IsOpen U) {J s : ℝ → ℝ}
    {φ : ℝ → ℂ} (hJ : ∀ y ∈ U, J y = s y ^ 2) (h0 : ∀ y ∈ U, s y ≠ 0)
    (hs : TwiceDiffOn s U) (hφ : TwiceDiffOn φ U) {x : ℝ} (hx : x ∈ U) :
    weightedLaplacian J (fun y => φ y / (s y : ℂ)) x
      = (deriv (deriv φ) x - (pseudopotential s x : ℂ) * φ x) / (s x : ℂ) := by
  have hne : (s x : ℂ) ≠ 0 := Complex.ofReal_ne_zero.mpr (h0 x hx)
  -- near `x` the flux has no denominators
  have hflux : (fun y => (J y : ℂ) * deriv (fun z => φ z / (s z : ℂ)) y)
      =ᶠ[𝓝 x] fun y => (s y : ℂ) * deriv φ y - ((deriv s y : ℝ) : ℂ) * φ y := by
    filter_upwards [hU.mem_nhds hx] with y hy
    rw [hJ y hy, Complex.ofReal_pow]
    exact flux_identity (h0 y hy) (hs.1.differentiableAt (hU.mem_nhds hy))
      (hφ.1.differentiableAt (hU.mem_nhds hy))
  have hm := hU.mem_nhds hx
  have s1 : HasDerivAt (fun y => (s y : ℂ)) ((deriv s x : ℝ) : ℂ) x :=
    (hs.1.differentiableAt hm).hasDerivAt.ofReal_comp
  have s2 : HasDerivAt (fun y => ((deriv s y : ℝ) : ℂ))
      ((deriv (deriv s) x : ℝ) : ℂ) x :=
    (hs.2.differentiableAt hm).hasDerivAt.ofReal_comp
  have p1 := (hφ.1.differentiableAt hm).hasDerivAt
  have p2 := (hφ.2.differentiableAt hm).hasDerivAt
  -- the terms `s' φ'` cancel in the derivative of the flux
  unfold weightedLaplacian pseudopotential
  rw [hflux.deriv_eq, ((s1.fun_mul p2).fun_sub (s2.fun_mul p1)).deriv, hJ x hx,
    Complex.ofReal_pow, Complex.ofReal_div]
  field_simp
  ring
```

Q: Does this give equivalent Schrödinger equations, or only one direction?

A: Equivalent at each point of `U`, for any real $V$ and $E$. The identity `key` shows that the two residuals differ by the nonzero factor $1/s$.

```lean
/-- At each point, the Schrödinger equation for `ψ = φ/s` with the weighted Laplacian is
equivalent to the one for `φ` with potential `V + (s''/s)/2` (units `ħ = m = 1`). -/
theorem schrodinger_iff {U : Set ℝ} (hU : IsOpen U) {J s : ℝ → ℝ}
    {φ : ℝ → ℂ} (hJ : ∀ y ∈ U, J y = s y ^ 2) (h0 : ∀ y ∈ U, s y ≠ 0)
    (hs : TwiceDiffOn s U) (hφ : TwiceDiffOn φ U) (V : ℝ → ℝ) (E : ℝ)
    {x : ℝ} (hx : x ∈ U) :
    -(1 / 2) * weightedLaplacian J (fun y => φ y / (s y : ℂ)) x
        + (V x : ℂ) * (φ x / (s x : ℂ)) = (E : ℂ) * (φ x / (s x : ℂ))
      ↔ -(1 / 2) * deriv (deriv φ) x
        + ((V x + pseudopotential s x / 2 : ℝ) : ℂ) * φ x = (E : ℂ) * φ x := by
  have hne : (s x : ℂ) ≠ 0 := Complex.ofReal_ne_zero.mpr (h0 x hx)
  rw [weightedLaplacian_reduction hU hJ h0 hs hφ hx]
  -- the two residuals differ by the factor `1/s`
  have key : -(1 / 2) * ((deriv (deriv φ) x - (pseudopotential s x : ℂ) * φ x) / (s x : ℂ))
        + (V x : ℂ) * (φ x / (s x : ℂ)) - (E : ℂ) * (φ x / (s x : ℂ))
      = (-(1 / 2) * deriv (deriv φ) x
        + ((V x + pseudopotential s x / 2 : ℝ) : ℂ) * φ x - (E : ℂ) * φ x) / (s x : ℂ) := by
    push_cast
    ring
  rw [← sub_eq_zero, key, div_eq_zero_iff, or_iff_left hne, sub_eq_zero]
```

For $s=\sqrt J$, the functions `J₁` and `J₂` stand for $J'$ and $J''$. The proof differentiates $J'/(2\sqrt J)$ by the quotient rule.

```lean
/-- The second derivative of `√J` is `√J (J''/(2J) - J'²/(4J²))` where `J` is positive. -/
theorem sqrt_second_deriv {U : Set ℝ} (hU : IsOpen U) {J J₁ J₂ : ℝ → ℝ}
    (h0 : ∀ y ∈ U, 0 < J y) (h1 : ∀ y ∈ U, HasDerivAt J (J₁ y) y)
    (h2 : ∀ y ∈ U, HasDerivAt J₁ (J₂ y) y) {x : ℝ} (hx : x ∈ U) :
    HasDerivAt (deriv fun y => √(J y))
      (√(J x) * (J₂ x / (2 * J x) - J₁ x ^ 2 / (4 * J x ^ 2))) x := by
  have hd : (deriv fun y => √(J y)) =ᶠ[𝓝 x] fun y => J₁ y / (2 * √(J y)) := by
    filter_upwards [hU.mem_nhds hx] with y hy
    exact ((h1 y hy).sqrt (h0 y hy).ne').deriv
  have hq : 0 < √(J x) := Real.sqrt_pos.mpr (h0 x hx)
  have hsq : J x = √(J x) ^ 2 := (Real.sq_sqrt (h0 x hx).le).symm
  have h := (h2 x hx).fun_div (((h1 x hx).sqrt (h0 x hx).ne').const_mul 2)
    (mul_pos two_pos hq).ne'
  refine (h.congr_of_eventuallyEq hd).congr_deriv ?_
  generalize √(J x) = q at hq hsq ⊢
  rw [hsq]
  field_simp
  ring
```

Dividing by $\sqrt J$ gives the pseudopotential, along with the regularity that the main theorem needs.

```lean
/-- For a positive, twice differentiable density `J`, the function `√J` is twice
differentiable and its pseudopotential is `J''/(2J) - J'²/(4J²)`. -/
theorem pseudopotential_sqrt {U : Set ℝ} (hU : IsOpen U) {J J₁ J₂ : ℝ → ℝ}
    (h0 : ∀ y ∈ U, 0 < J y) (h1 : ∀ y ∈ U, HasDerivAt J (J₁ y) y)
    (h2 : ∀ y ∈ U, HasDerivAt J₁ (J₂ y) y) :
    TwiceDiffOn (fun y => √(J y)) U ∧ ∀ x ∈ U,
      pseudopotential (fun y => √(J y)) x
        = J₂ x / (2 * J x) - J₁ x ^ 2 / (4 * J x ^ 2) := by
  refine ⟨⟨fun y hy => ?_, fun y hy => ?_⟩, fun x hx => ?_⟩
  · exact ((h1 y hy).sqrt (h0 y hy).ne').differentiableAt.differentiableWithinAt
  · exact (sqrt_second_deriv hU h0 h1 h2 hy).differentiableAt.differentiableWithinAt
  · unfold pseudopotential
    rw [(sqrt_second_deriv hU h0 h1 h2 hx).deriv]
    exact mul_div_cancel_left₀ _ (Real.sqrt_pos.mpr (h0 x hx)).ne'
```

Q: Now my radial term.

A: Here `d` may be any real number. The proof expresses every power through $r^{d-1}$ and simplifies.

```lean
/-- For the radial density `J = r^(d-1)`, with `d` real, `√J` is twice differentiable on
`r > 0` and its pseudopotential is `(d-1)(d-3)/(4r²)`. -/
theorem pseudopotential_radial (d : ℝ) :
    TwiceDiffOn (fun r : ℝ => √(r ^ (d - 1))) (Ioi 0) ∧ ∀ r : ℝ, 0 < r →
      pseudopotential (fun r => √(r ^ (d - 1))) r
        = (d - 1) * (d - 3) / (4 * r ^ 2) := by
  have h := pseudopotential_sqrt (U := Ioi 0) isOpen_Ioi
    (J := fun r : ℝ => r ^ (d - 1)) (J₁ := fun r => (d - 1) * r ^ (d - 1 - 1))
    (J₂ := fun r => (d - 1) * ((d - 1 - 1) * r ^ (d - 1 - 1 - 1)))
    (fun y hy => Real.rpow_pos_of_pos hy _)
    (fun y hy => Real.hasDerivAt_rpow_const (Or.inl (mem_Ioi.mp hy).ne'))
    (fun y hy => (Real.hasDerivAt_rpow_const (Or.inl (mem_Ioi.mp hy).ne')).const_mul _)
  refine ⟨h.1, fun r hr => (h.2 r hr).trans ?_⟩

  -- express all powers through `r^(d-1)`
  rw [Real.rpow_sub_one hr.ne' (d - 1 - 1), Real.rpow_sub_one hr.ne' (d - 1)]
  have hp : 0 < r ^ (d - 1) := Real.rpow_pos_of_pos hr _
  generalize r ^ (d - 1) = p at hp ⊢
  field_simp
  ring
```

The term vanishes exactly for $d=1$ or $d=3$; in two dimensions your solver must add $-1/(8r^2)$ to $V$.

```lean
/-- At any `r > 0` the radial pseudopotential vanishes exactly when `d = 1` or `d = 3`. -/
theorem pseudopotential_radial_eq_zero_iff (d : ℝ) {r : ℝ} (hr : 0 < r) :
    pseudopotential (fun r => √(r ^ (d - 1))) r = 0 ↔ d = 1 ∨ d = 3 := by
  have h4 : 4 * r ^ 2 ≠ 0 := by positivity
  rw [(pseudopotential_radial d).2 r hr, div_eq_zero_iff, or_iff_left h4, mul_eq_zero,
    sub_eq_zero, sub_eq_zero]
```

Inserting the radial pseudopotential into the general equivalence gives the equation you integrate.

```lean
/-- The radial Schrödinger equation with density `r^(d-1)` for `ψ = φ/√(r^(d-1))` is
equivalent to the one for `φ` on the half-line with `(d-1)(d-3)/(8r²)` added to `V`. -/
theorem radial_schrodinger_iff (d : ℝ) {φ : ℝ → ℂ} (hφ : TwiceDiffOn φ (Ioi 0))
    (V : ℝ → ℝ) (E : ℝ) {r : ℝ} (hr : 0 < r) :
    -(1 / 2) * weightedLaplacian (fun r => r ^ (d - 1))
          (fun r => φ r / (√(r ^ (d - 1)) : ℂ)) r
        + (V r : ℂ) * (φ r / (√(r ^ (d - 1)) : ℂ)) = (E : ℂ) * (φ r / (√(r ^ (d - 1)) : ℂ))
      ↔ -(1 / 2) * deriv (deriv φ) r
        + ((V r + (d - 1) * (d - 3) / (8 * r ^ 2) : ℝ) : ℂ) * φ r = (E : ℂ) * φ r := by
  have h8 : (d - 1) * (d - 3) / (8 * r ^ 2)
      = pseudopotential (fun r => √(r ^ (d - 1))) r / 2 := by
    rw [(pseudopotential_radial d).2 r hr]
    ring
  rw [h8]
  exact schrodinger_iff (s := fun r => √(r ^ (d - 1))) isOpen_Ioi
    (fun y hy => (Real.sq_sqrt (Real.rpow_pos_of_pos hy _).le).symm)
    (fun y hy => (Real.sqrt_pos.mpr (Real.rpow_pos_of_pos hy _)).ne')
    (pseudopotential_radial d).1 hφ V E hr
```

The polar case uses the same square-root formula and $\cos^2t=1-\sin^2t$.

```lean
/-- For the polar-angle density `J = sin t` on `(0, π)`, the pseudopotential of `√J` is
`-1/4 - 1/(4 sin² t)`. -/
theorem pseudopotential_polar {t : ℝ} (ht : t ∈ Ioo 0 Real.pi) :
    pseudopotential (fun t => √(Real.sin t)) t
      = -1 / 4 - 1 / (4 * Real.sin t ^ 2) := by
  have h := (pseudopotential_sqrt (U := Ioo 0 Real.pi) isOpen_Ioo
    (J := Real.sin) (J₁ := Real.cos) (J₂ := fun t => -Real.sin t)
    (fun y hy => Real.sin_pos_of_mem_Ioo hy) (fun y _ => Real.hasDerivAt_sin y)
    (fun y _ => Real.hasDerivAt_cos y)).2 t ht
  have hs : Real.sin t ≠ 0 := (Real.sin_pos_of_mem_Ioo ht).ne'
  rw [h, Real.cos_sq']
  field_simp
  ring

end

end LiouvilleReduction
```

```lean
#print axioms LiouvilleReduction.sqrt_second_deriv
#print axioms LiouvilleReduction.pseudopotential_radial_eq_zero_iff
#print axioms LiouvilleReduction.radial_schrodinger_iff
#print axioms LiouvilleReduction.pseudopotential_polar
```

```
'LiouvilleReduction.sqrt_second_deriv' depends on axioms: [propext, Classical.choice, Quot.sound]
'LiouvilleReduction.pseudopotential_radial_eq_zero_iff' depends on axioms: [propext, Classical.choice, Quot.sound]
'LiouvilleReduction.radial_schrodinger_iff' depends on axioms: [propext, Classical.choice, Quot.sound]
'LiouvilleReduction.pseudopotential_polar' depends on axioms: [propext, Classical.choice, Quot.sound]
```

Q: My bound states also need normalisation and a condition at $r=0$. Where are those?

A: Not here: the equivalence is pointwise on $r>0$ and selects no eigenvalues. A Hilbert-space model would treat $\psi\mapsto s\psi$ as a unitary map from $L^2(U,J\,dx)$ to $L^2(U,dx)$, since $|s\psi|^2=J|\psi|^2$. It would have to specify operator domains, including any boundary conditions they require, and could then compare spectra. The pointwise version covers the change of equation in your one-particle solver and leaves the boundary condition to you.
